# Fitting a scaled C8 term to undamped C8 + C10 dispersion gives s8 > 1

## Does an s8 above one mean that C8 is too small?

Anyone who reads a fitted $s_8>1$ as a sign that the $C_8$ coefficients are too small may end up "correcting" coefficients that were right. The excess can come from a missing $C_{10}$ term. Suppose the reference is exactly $C_8/R^8+C_{10}/R^{10}$, with both coefficients positive, and I fit $s\,C_8/R^8$ to it by least squares over finitely many distances. I believe that there is one best $s$, and that it exceeds one even though $C_8$ is exact. Can this be made rigorous and machine-checked, with a formula for $s$?

## The excess over one is a weighted average of C10/(C8 R²)

Yes. Write $S_n=\sum_k R_k^{-n}$ for the sampled distances $R_k>0$, of which there is at least one. The deviation at $R_k$ is
$$(1-s)\frac{C_8}{R_k^8}+\frac{C_{10}}{R_k^{10}}.$$
Squaring and summing gives the misfit
$$Q(s)=C_8^2(1-s)^2S_{16}+2C_8C_{10}(1-s)S_{18}+C_{10}^2S_{20}.$$
Define
$$s^*=1+\frac{C_{10}}{C_8}\frac{S_{18}}{S_{16}},\qquad\text{so that}\qquad C_8S_{16}(s^*-1)=C_{10}S_{18}.$$
Substituting this for $C_{10}S_{18}$ in the middle term and completing the square gives
$$Q(s)=Q(s^*)+C_8^2S_{16}(s-s^*)^2.$$
Since $C_8^2S_{16}>0$, every $s\neq s^*$ has a larger misfit. Since $C_{10}S_{18}/(C_8S_{16})>0$, also $s^*>1$.

The value depends on the sample. Because $R_k^{-18}=R_k^{-2}R_k^{-16}$, the ratio $S_{18}/S_{16}$ is an average of $R_k^{-2}$ with weights $R_k^{-16}$. If $0<a\le R_k\le b$ for all $k$, then
$$1+\frac{C_{10}}{C_8b^2}\le s^*\le1+\frac{C_{10}}{C_8a^2}.$$

The absorption is exact only in a special case. A zero misfit makes every deviation vanish, and multiplying each by $R_k^{10}$ gives $(s-1)C_8R_k^2=C_{10}$. As $C_{10}>0$, the factor $(s-1)C_8$ is nonzero, so all $R_k$ are equal. Conversely, if all distances equal $R$, then $s=1+C_{10}/(C_8R^2)$ fits exactly.

### Two distances with C8 = C10 = 1

In reduced units, take $R_1=1$ and $R_2=\sqrt2$. Then $S_{16}=257/256$ and $S_{18}=513/512$, so $s^*=1+513/514\approx1.998$, close to the upper bound of 2 because the short distance dominates. The deviations are $1/514$ and $-16/514$, which leaves a misfit of $1/1028$.

### The fit in code

With `x[k] = C8/R[k]**8` and `y[k]` the reference energy magnitude, the fit is a regression through the origin: `s = sum(x*y)/sum(x*x)`. In DFT-D parametrisations, $s_8$ is usually fitted together with damping parameters and also responds to errors of the density functional, so this undamped one-parameter model isolates just one contribution to its value.

### What the Lean statements say

The finite type `ι` labels the samples, and `R : ι → ℝ` gives their distances; repeated values count repeatedly. `dispersionTail` is the reference, as a positive magnitude, `misfit` is $Q$, `inversePowerSum R n` is $S_n$, and `fittedS8` is $s^*$. All quantities are real numbers in consistent units.

`fittedS8_unique_minimizer` states that $s^*>1$ and that every other real $s$ has a strictly larger misfit. `fittedS8_bounds` and `exact_fit_iff` state the range and the exact-fit criterion; the latter also allows an empty sample. One pair of coefficients serves all distances, and all samples have equal weight. The positivity of $C_{10}$ is assumed: it stands for an attractive tenth-order term. Damping and the $C_6$ term are absent.

```lean
import Mathlib

open Finset

namespace DispersionScaling

noncomputable section

variable {ι : Type*} [Fintype ι]

/-- Magnitude of the undamped eighth- and tenth-order dispersion energy of a pair
at distance `r`. -/
def dispersionTail (C8 C10 r : ℝ) : ℝ := C8 / r ^ 8 + C10 / r ^ 10

/-- Sum of squared deviations, over the sampled distances, between the reference
dispersion tail and the eighth-order term scaled by `s`. -/
def misfit (C8 C10 : ℝ) (R : ι → ℝ) (s : ℝ) : ℝ :=
  ∑ k, (dispersionTail C8 C10 (R k) - s * (C8 / R k ^ 8)) ^ 2

/-- Sum of the inverse `n`-th powers of the sampled distances. -/
def inversePowerSum (R : ι → ℝ) (n : ℕ) : ℝ := ∑ k, 1 / R k ^ n

/-- The closed formula for the fitted scale factor of the eighth-order term. -/
def fittedS8 (C8 C10 : ℝ) (R : ι → ℝ) : ℝ :=
  1 + C10 / C8 * (inversePowerSum R 18 / inversePowerSum R 16)

/-- Inverse-power sums over a nonempty set of positive distances are positive. -/
theorem inversePowerSum_pos [Nonempty ι] {R : ι → ℝ} (hR : ∀ k, 0 < R k) (n : ℕ) :
    0 < inversePowerSum R n := by
  unfold inversePowerSum
  exact Finset.sum_pos (fun k _ => by have := hR k; positivity) Finset.univ_nonempty

/-- The misfit as a polynomial in `1 - s` of degree at most two, whose coefficients are products of
`C8`, `C10`, numerical factors and inverse-power sums of the distances. -/
theorem misfit_expand (C8 C10 : ℝ) (R : ι → ℝ) (s : ℝ) :
    misfit C8 C10 R s = C8 ^ 2 * (1 - s) ^ 2 * inversePowerSum R 16
      + 2 * C8 * C10 * (1 - s) * inversePowerSum R 18
      + C10 ^ 2 * inversePowerSum R 20 := by
  unfold misfit inversePowerSum dispersionTail
  rw [Finset.mul_sum, Finset.mul_sum, Finset.mul_sum, ← Finset.sum_add_distrib,
    ← Finset.sum_add_distrib]
  refine Finset.sum_congr rfl fun k _ => ?_
  ring

/-- The misfit at any `s` equals the misfit at the fitted scale factor plus `C8 ^ 2 *
inversePowerSum R 16` times the squared difference of the two scale factors. -/
theorem misfit_complete_square [Nonempty ι] {C8 : ℝ} (C10 : ℝ) {R : ι → ℝ}
    (h8 : 0 < C8) (hR : ∀ k, 0 < R k) (s : ℝ) :
    misfit C8 C10 R s = misfit C8 C10 R (fittedS8 C8 C10 R)
      + C8 ^ 2 * inversePowerSum R 16 * (s - fittedS8 C8 C10 R) ^ 2 := by
  have hM : inversePowerSum R 16 ≠ 0 := (inversePowerSum_pos hR 16).ne'
  have hC : C8 ≠ 0 := h8.ne'
  -- the normal equation of the least-squares fit
  have h : C8 * inversePowerSum R 16 * (fittedS8 C8 C10 R - 1)
      = C10 * inversePowerSum R 18 := by
    unfold fittedS8
    rw [add_sub_cancel_left]
    field_simp
  rw [misfit_expand, misfit_expand]
  linear_combination (-2 * C8 * (fittedS8 C8 C10 R - s)) * h

/-- The fitted scale factor is greater than one, and every other scale factor
has a strictly larger misfit. -/
theorem fittedS8_unique_minimizer [Nonempty ι] {C8 C10 : ℝ} {R : ι → ℝ}
    (h8 : 0 < C8) (h10 : 0 < C10) (hR : ∀ k, 0 < R k) :
    1 < fittedS8 C8 C10 R ∧
      ∀ s, s ≠ fittedS8 C8 C10 R →
        misfit C8 C10 R (fittedS8 C8 C10 R) < misfit C8 C10 R s := by
  have h16 := inversePowerSum_pos hR 16
  have h18 := inversePowerSum_pos hR 18
  constructor
  · have hpos : 0 < C10 / C8 * (inversePowerSum R 18 / inversePowerSum R 16) := by
      positivity
    unfold fittedS8
    linarith
  · intro s hs
    -- the excess misfit is a positive multiple of a nonzero square
    have hsq : 0 < (s - fittedS8 C8 C10 R) ^ 2 := pow_pos_of_ne s hs
    have hpos : 0 < C8 ^ 2 * inversePowerSum R 16 * (s - fittedS8 C8 C10 R) ^ 2 :=
      mul_pos (mul_pos (pow_pos h8 2) h16) hsq
    rw [misfit_complete_square C10 h8 hR s]
    linarith
where
  pow_pos_of_ne (s : ℝ) (hs : s ≠ fittedS8 C8 C10 R) :
      0 < (s - fittedS8 C8 C10 R) ^ 2 :=
    lt_of_le_of_ne (sq_nonneg _) (Ne.symm (pow_ne_zero 2 (sub_ne_zero.mpr hs)))

/-- If all sampled distances lie between `a` and `b`, the fitted scale factor lies
between the values of `1 + C10 / (C8 r ^ 2)` at `r = b` and at `r = a`. -/
theorem fittedS8_bounds [Nonempty ι] {C8 C10 a b : ℝ} {R : ι → ℝ}
    (h8 : 0 < C8) (h10 : 0 < C10) (ha : 0 < a)
    (haR : ∀ k, a ≤ R k) (hRb : ∀ k, R k ≤ b) :
    1 + C10 / C8 * (1 / b ^ 2) ≤ fittedS8 C8 C10 R ∧
      fittedS8 C8 C10 R ≤ 1 + C10 / C8 * (1 / a ^ 2) := by
  have hR : ∀ k, 0 < R k := fun k => lt_of_lt_of_le ha (haR k)
  have hM := inversePowerSum_pos hR 16
  have hc : 0 ≤ C10 / C8 := (div_pos h10 h8).le
  have split : ∀ r : ℝ, 1 / r ^ 18 = 1 / r ^ 2 * (1 / r ^ 16) := fun r => by ring
  -- compare the two inverse-power sums term by term
  have lower : 1 / b ^ 2 ≤ inversePowerSum R 18 / inversePowerSum R 16 := by
    rw [le_div_iff₀ hM]
    unfold inversePowerSum
    rw [Finset.mul_sum]
    refine Finset.sum_le_sum fun k _ => ?_
    have hk := hR k
    have hkb := hRb k
    rw [split (R k)]
    gcongr
  have upper : inversePowerSum R 18 / inversePowerSum R 16 ≤ 1 / a ^ 2 := by
    rw [div_le_iff₀ hM]
    unfold inversePowerSum
    rw [Finset.mul_sum]
    refine Finset.sum_le_sum fun k _ => ?_
    have hk := hR k
    have hka := haR k
    rw [split (R k)]
    gcongr
  unfold fittedS8
  constructor
  · linarith [mul_le_mul_of_nonneg_left lower hc]
  · linarith [mul_le_mul_of_nonneg_left upper hc]

/-- Some scale factor makes the misfit vanish if and only if all sampled distances
are equal. -/
theorem exact_fit_iff {C8 C10 : ℝ} {R : ι → ℝ}
    (h8 : 0 < C8) (h10 : 0 < C10) (hR : ∀ k, 0 < R k) :
    (∃ s, misfit C8 C10 R s = 0) ↔ ∀ i j, R i = R j := by
  constructor
  · rintro ⟨s, hs⟩ i j
    unfold misfit at hs
    rw [Finset.sum_eq_zero_iff_of_nonneg (fun k _ => sq_nonneg _)] at hs
    -- a vanishing deviation fixes the squared distance
    have key : ∀ k, (s - 1) * C8 * R k ^ 2 = C10 := by
      intro k
      have hk := pow_eq_zero_iff (two_ne_zero) |>.mp (hs k (Finset.mem_univ k))
      have hr : R k ≠ 0 := (hR k).ne'
      have e : (dispersionTail C8 C10 (R k) - s * (C8 / R k ^ 8)) * R k ^ 10
          = C8 * R k ^ 2 + C10 - s * C8 * R k ^ 2 := by
        unfold dispersionTail
        field_simp
      rw [hk, zero_mul] at e
      linear_combination e
    have hne : (s - 1) * C8 ≠ 0 := by
      intro h0
      have hi := key i
      rw [h0, zero_mul] at hi
      linarith
    have hsq : R i ^ 2 = R j ^ 2 := mul_left_cancel₀ hne ((key i).trans (key j).symm)
    exact (sq_eq_sq₀ (hR i).le (hR j).le).mp hsq
  · intro h
    rcases isEmpty_or_nonempty ι with hι | ⟨⟨i⟩⟩
    · exact ⟨0, by simp [misfit]⟩
    · refine ⟨1 + C10 / (C8 * R i ^ 2), ?_⟩
      unfold misfit
      refine Finset.sum_eq_zero fun k _ => ?_
      have hr : R i ≠ 0 := (hR i).ne'
      have hC : C8 ≠ 0 := h8.ne'
      have e : dispersionTail C8 C10 (R i)
          = (1 + C10 / (C8 * R i ^ 2)) * (C8 / R i ^ 8) := by
        unfold dispersionTail
        field_simp
      rw [h k i, e, sub_self]
      norm_num

end

end DispersionScaling
```

```lean
#print axioms DispersionScaling.fittedS8_unique_minimizer
-- 'DispersionScaling.fittedS8_unique_minimizer' depends on axioms: [propext, Classical.choice, Quot.sound]
#print axioms DispersionScaling.fittedS8_bounds
-- 'DispersionScaling.fittedS8_bounds' depends on axioms: [propext, Classical.choice, Quot.sound]
#print axioms DispersionScaling.exact_fit_iff
-- 'DispersionScaling.exact_fit_iff' depends on axioms: [propext, Classical.choice, Quot.sound]
```

### How the proof follows the algebra

`inversePowerSum_pos` supplies the positivity of $S_n$. `misfit_expand` gathers the three sums into one and checks the expansion term by term with `ring`.

In `misfit_complete_square`, the hypothesis `h` is the relation $C_8S_{16}(s^*-1)=C_{10}S_{18}$, and `linear_combination` uses a multiple of it to complete the square. The minimizer theorem then adds that a nonzero number has a positive square.

For the bounds, `le_div_iff₀` and `div_le_iff₀` clear the denominator $S_{16}$, `Finset.sum_le_sum` reduces the comparison of the sums to single terms, and `gcongr` proves the inequality for each term. In `exact_fit_iff`, a zero sum of squares forces each term to vanish, `key` is the equation $(s-1)C_8R_k^2=C_{10}$, and positivity turns equal squares into equal distances. The converse inserts the explicit scale factor.
